# Every real positive semidefinite repulsion matrix obeys the Schwarz screening bound

Before a Hartree–Fock program computes a two-electron integral \((\mu\nu|\lambda\sigma)\), it can multiply two stored numbers, \(\sqrt{(\mu\nu|\mu\nu)}\) and \(\sqrt{(\lambda\sigma|\lambda\sigma)}\), and skip the integral if the product lies below a threshold. If the product is an upper bound on the size of the integral, every skipped integral is certain to lie below the threshold. The question is which property of the repulsion guarantees that.

With real basis functions \(\chi_\mu\), each product \(\chi_\mu\chi_\nu\) is a charge distribution \(\rho_p\), where the single label \(p\) stands for the pair \(\mu\nu\) (many textbooks use \(p\) for one orbital). In atomic units the integrals form a real symmetric matrix

\[
G_{pq}=\iint \frac{\rho_p(\mathbf r_1)\,\rho_q(\mathbf r_2)}{|\mathbf r_1-\mathbf r_2|}\,d^3r_1\,d^3r_2 .
\]

The property is positive semidefiniteness: no combination of the distributions has negative repulsion with itself. For two distributions with nonnegative diagonal integrals it is equivalent to the bound; for three it is strictly stronger.

## Self-repulsion and the estimate

```lean
import Mathlib

open Matrix

namespace SchwarzScreening

noncomputable section

/-- The self-repulsion `x · G x` of the combination of charge distributions with
coefficients `x`, where `G p q` is the repulsion integral between `p` and `q`. -/
def selfRepulsion {n : Type*} [Fintype n] (G : Matrix n n ℝ) (x : n → ℝ) : ℝ :=
  x ⬝ᵥ (G *ᵥ x)
```

The type `n` is the set of labels of the distributions, not their number, and `Matrix n n ℝ` is a real matrix indexed by it. The symbol `*ᵥ` applies a matrix to a vector and `⬝ᵥ` is the dot product, so the definition reads

\[
\text{selfRepulsion}(G,x)=\sum_{p,q}x_p\,G_{pq}\,x_q .
\]

For Coulomb integrals this is the repulsion of \(\sum_p x_p\rho_p\) with itself, which is twice its electrostatic energy.

```lean
/-- The Schwarz estimate used in integral screening: the absolute value of each repulsion integral
is at most the product of the square roots of the two diagonal integrals. It is meant for
nonnegative diagonals. -/
def SchwarzEstimate {n : Type*} (G : Matrix n n ℝ) : Prop :=
  ∀ p q, |G p q| ≤ √(G p p) * √(G q q)
```

`Prop` marks a statement that may be true or false. This one says \(|G_{pq}|\le\sqrt{G_{pp}}\sqrt{G_{qq}}\) for all \(p\) and \(q\). Lean sets the root of a negative number to zero, so a negative diagonal entry makes the estimate fail already at \(p=q\).

```lean
/-- The symmetric kernel of two distributions with self-repulsions `a`, `c` and mutual
repulsion `b`. -/
def pairKernel (a b c : ℝ) : Matrix (Fin 2) (Fin 2) ℝ := !![a, b; b, c]
```

`Fin 2` has the two elements 0 and 1, and `!![a, b; b, c]` lists a matrix row by row:

\[
\begin{pmatrix}a&b\\ b&c\end{pmatrix}.
\]

The word "kernel" in the names means this matrix of integrals, not the function \(1/r_{12}\).

## Two distributions

```lean
/-- The self-repulsion of a combination of two distributions, written out. -/
theorem selfRepulsion_pair (a b c : ℝ) (x : Fin 2 → ℝ) :
    selfRepulsion (pairKernel a b c) x
      = a * x 0 ^ 2 + 2 * b * x 0 * x 1 + c * x 1 ^ 2 := by
  simp [selfRepulsion, pairKernel, Matrix.mulVec, dotProduct, Fin.sum_univ_two]
  ring
```

A theorem states its claim after the colon and its proof after `:=`. Here the claim is

\[
Q(x_0,x_1)=a x_0^2+2b x_0x_1+c x_1^2 ,
\]

where \(Q\) is short for the self-repulsion of the pair. The factor 2 arises because \(b\) occurs twice in the matrix. The proof expands the sums and lets `ring` collect the terms.

```lean
/-- For a positive semidefinite kernel no combination of distributions has negative
self-repulsion. -/
theorem selfRepulsion_nonneg {n : Type*} [Fintype n] {G : Matrix n n ℝ}
    (h : G.PosSemidef) (x : n → ℝ) : 0 ≤ selfRepulsion G x := by
  have hx := (Matrix.posSemidef_iff_dotProduct_mulVec.mp h).2 x
  rw [star_trivial] at hx
  exact hx
```

Mathlib's `PosSemidef` requires the matrix to be Hermitian, which for real entries means symmetric, and its quadratic form to be nonnegative. The theorem extracts the second part in the notation used here. Mathlib's version contains a complex conjugation, which `star_trivial` removes for real numbers.

```lean
/-- The diagonal integrals of a positive semidefinite kernel are nonnegative. -/
theorem diagonal_nonneg {n : Type*} {G : Matrix n n ℝ} (h : G.PosSemidef) (p : n) :
    0 ≤ G p p := by
  have hp := selfRepulsion_nonneg (h.submatrix ![p, p]) ![1, 0]
  simpa [selfRepulsion, Matrix.mulVec, dotProduct, Fin.sum_univ_two] using hp
```

By hand, one puts coefficient 1 on \(p\) and 0 elsewhere, and the self-repulsion is \(G_{pp}\ge0\). The family may be infinite here, whereas `selfRepulsion` needs a finite one. The proof therefore takes the 2 by 2 block with \(p\) listed twice and uses the coefficients \((1,0)\).

```lean
/-- For nonnegative self-repulsions `a` and `c`, the kernel of two distributions is positive
semidefinite if and only if `b² ≤ a c`. -/
theorem pairKernel_posSemidef_iff {a b c : ℝ} (ha : 0 ≤ a) (hc : 0 ≤ c) :
    (pairKernel a b c).PosSemidef ↔ b ^ 2 ≤ a * c := by
  constructor
  · intro h
    have e : ∀ u v : ℝ, 0 ≤ a * u ^ 2 + 2 * b * u * v + c * v ^ 2 := fun u v => by
      have huv := selfRepulsion_nonneg h ![u, v]
      rw [selfRepulsion_pair] at huv
      exact huv
    rcases ha.eq_or_lt with ha0 | ha0
    · rcases hc.eq_or_lt with hc0 | hc0
      · -- both diagonals vanish: the combination (1, -b) forces b = 0
        have h1 := e 1 (-b)
        rw [← ha0, ← hc0] at h1 ⊢
        nlinarith
      · -- the combination (c, -b) has self-repulsion c (a c - b²)
        have h1 : c * b ^ 2 ≤ c * (a * c) := by linarith [e c (-b)]
        exact le_of_mul_le_mul_left h1 hc0
    · -- the combination (b, -a) has self-repulsion a (a c - b²)
      have h1 : a * b ^ 2 ≤ a * (a * c) := by linarith [e b (-a)]
      exact le_of_mul_le_mul_left h1 ha0
  · intro h
    refine Matrix.posSemidef_iff_dotProduct_mulVec.mpr ⟨?_, fun x => ?_⟩
    · exact Matrix.IsHermitian.ext fun i j => by
        fin_cases i <;> fin_cases j <;> simp [pairKernel]
    · rw [star_trivial]
      change 0 ≤ selfRepulsion (pairKernel a b c) x
      rw [selfRepulsion_pair]
      rcases ha.eq_or_lt with ha0 | ha0
      · have hb : b = 0 := by
          rw [← ha0, zero_mul] at h
          exact pow_eq_zero_iff two_ne_zero |>.mp (le_antisymm h (sq_nonneg b))
        rw [← ha0, hb]
        have := mul_nonneg hc (sq_nonneg (x 1))
        linarith
      · -- complete the square after multiplying by a
        refine le_of_mul_le_mul_left ?_ ha0
        have h1 := mul_nonneg (sub_nonneg.mpr h) (sq_nonneg (x 1))
        have h2 := sq_nonneg (a * x 0 + b * x 1)
        linarith
```

For \(a,c\ge0\), the pair is positive semidefinite exactly when \(b^2\le ac\). The symbol `↔` means "if and only if", and `constructor` splits the proof into its two directions.

Suppose first that \(Q\ge0\) for all coefficients; the proof calls this fact `e`. A well-chosen combination then gives the inequality in each case.

- If \(a=c=0\), then \(Q(1,-b)=-2b^2\ge0\), so \(b=0\) and the inequality holds.
- If \(a=0\) and \(c>0\), then \(Q(c,-b)=ac^2-2b^2c+cb^2=c(ac-b^2)\ge0\). Dividing by \(c\) gives \(b^2\le ac\).
- If \(a>0\), then \(Q(b,-a)=ab^2-2ab^2+ca^2=a(ac-b^2)\ge0\). Dividing by \(a\) gives the same.

The `rcases` lines make these case distinctions, and `le_of_mul_le_mul_left` is the division by a positive number.

Now suppose \(b^2\le ac\). If \(a=0\), then \(b^2\le0\), so \(b=0\) and \(Q=cx_1^2\ge0\). If \(a>0\), multiply by \(a\) and complete the square:

\[
aQ=(ax_0+bx_1)^2+(ac-b^2)\,x_1^2\ge0 ,
\]

so \(Q\ge0\). In the code `h2` and `h1` are the two nonnegative terms, and `linarith` adds them.

The case \(a=0\) is a useful limit: a distribution with zero self-repulsion must have zero repulsion with the other one. The inequality alone, with no condition on the signs of \(a\) and \(c\), does not suffice: \(a=c=-1\), \(b=0\) satisfies it, but \(Q=-x_0^2-x_1^2\).

## From pairs to a whole family

```lean
/-- For a symmetric kernel with nonnegative diagonal, the Schwarz estimate holds for all
integrals if and only if the block of every two distributions is positive semidefinite. -/
theorem schwarzEstimate_iff_blocks {n : Type*} {G : Matrix n n ℝ} (hG : G.IsSymm)
    (hd : ∀ p, 0 ≤ G p p) :
    SchwarzEstimate G ↔ ∀ p q, (G.submatrix ![p, q] ![p, q]).PosSemidef := by
  refine forall_congr' fun p => forall_congr' fun q => ?_
  have hblock : G.submatrix ![p, q] ![p, q] = pairKernel (G p p) (G p q) (G q q) := by
    ext i j
    fin_cases i <;> fin_cases j <;> simp [pairKernel, hG.apply p q]
  rw [hblock, pairKernel_posSemidef_iff (hd p) (hd q), ← Real.sqrt_mul (hd p)]
  constructor
  · intro h
    have h1 := pow_le_pow_left₀ (abs_nonneg _) h 2
    rwa [sq_abs, Real.sq_sqrt (mul_nonneg (hd p) (hd q))] at h1
  · exact Real.abs_le_sqrt
```

The expression `G.submatrix ![p, q] ![p, q]` is the 2 by 2 block belonging to \(p\) and \(q\), which may coincide. For a symmetric matrix with nonnegative diagonal, the estimate holds throughout exactly when all these blocks are positive semidefinite.

By hand, fix \(p\) and \(q\). Symmetry makes the block a pair matrix with \(a=G_{pp}\), \(b=G_{pq}\), \(c=G_{qq}\); this is `hblock`. The previous theorem turns its positivity into \(G_{pq}^2\le G_{pp}G_{qq}\). Both sides are nonnegative, so this is equivalent to

\[
|G_{pq}|\le\sqrt{G_{pp}G_{qq}}=\sqrt{G_{pp}}\sqrt{G_{qq}} .
\]

The last lines of the proof square the estimate in one direction and take the root in the other.

```lean
/-- Every positive semidefinite repulsion kernel, for any family of distributions, obeys the
Schwarz estimate. -/
theorem schwarzEstimate_of_posSemidef {n : Type*} {G : Matrix n n ℝ}
    (h : G.PosSemidef) : SchwarzEstimate G := by
  have hG : G.IsSymm := Matrix.IsSymm.ext fun i j => by
    simpa using h.isHermitian.apply i j
  exact (schwarzEstimate_iff_blocks hG (diagonal_nonneg h)).mpr
    fun p q => h.submatrix ![p, q]
```

This is the statement that screening uses. If the whole matrix is positive semidefinite, so is each block, because a combination of \(p\) and \(q\) is a combination of the whole family with the other coefficients zero. The previous theorem then gives the estimate. The proof supplies its three ingredients: symmetry, a nonnegative diagonal and positive blocks.

Suppose a program has stored \(\sqrt{G_{pp}}=10^{-4}\) and \(\sqrt{G_{qq}}=10^{-7}\), and its threshold is \(10^{-10}\). The product is \(10^{-11}\), so \(G_{pq}\) is skipped, and the omitted value is at most \(10^{-11}\) in size. With \(N\) basis functions there are \(N(N+1)/2\) distinct products \(\chi_\mu\chi_\nu\), hence that many diagonal integrals to store, while the number of all integrals grows as \(N^4\).

To apply the theorem to real integrals, one must know that the Coulomb matrix is positive semidefinite; here that is the hypothesis `h`. It stands for a fact of electrostatics: the self-repulsion of a charge distribution is \(\frac{1}{4\pi}\int|\mathbf E|^2\,d^3r\), with \(\mathbf E\) its electric field, and this is never negative.

## When the bound is attained

```lean
/-- For a positive semidefinite kernel of two distributions, `b² = a c` holds if and only if
some combination with coefficients not all zero has zero self-repulsion. -/
theorem schwarz_equality_iff {a b c : ℝ} (h : (pairKernel a b c).PosSemidef) :
    b ^ 2 = a * c ↔ ∃ x : Fin 2 → ℝ, x ≠ 0 ∧ selfRepulsion (pairKernel a b c) x = 0 := by
  have ha : 0 ≤ a := diagonal_nonneg h 0
  have hc : 0 ≤ c := diagonal_nonneg h 1
  have hle := (pairKernel_posSemidef_iff ha hc).mp h
  constructor
  · intro hb
    by_cases hc0 : c = 0
    · refine ⟨![0, 1], fun hx => ?_, ?_⟩
      · have := congrFun hx 1
        simp at this
      · rw [selfRepulsion_pair]
        simp [hc0]
    · refine ⟨![c, -b], fun hx => hc0 (congrFun hx 0), ?_⟩
      rw [selfRepulsion_pair]
      change a * c ^ 2 + 2 * b * c * (-b) + c * (-b) ^ 2 = 0
      linear_combination (-c) * hb
  · rintro ⟨x, hx, h0⟩
    rw [selfRepulsion_pair] at h0
    by_contra hne
    have hd : 0 < a * c - b ^ 2 := sub_pos.mpr (lt_of_le_of_ne hle hne)
    -- a strict inequality would force both coefficients to vanish
    have h1 : (a * c - b ^ 2) * x 1 ^ 2 = -(a * x 0 + b * x 1) ^ 2 := by
      linear_combination a * h0
    have h2 : (a * c - b ^ 2) * x 0 ^ 2 = -(b * x 0 + c * x 1) ^ 2 := by
      linear_combination c * h0
    have x1 : x 1 = 0 := by
      by_contra hn
      have := mul_pos hd (pow_pos (abs_pos.mpr hn) 2)
      rw [sq_abs] at this
      linarith [sq_nonneg (a * x 0 + b * x 1)]
    have x0 : x 0 = 0 := by
      by_contra hn
      have := mul_pos hd (pow_pos (abs_pos.mpr hn) 2)
      rw [sq_abs] at this
      linarith [sq_nonneg (b * x 0 + c * x 1)]
    apply hx
    ext i
    fin_cases i
    · exact x0
    · exact x1
```

For a positive semidefinite pair, \(b^2=ac\) holds exactly when some combination with coefficients not both zero has zero self-repulsion. The symbol `∃` reads "there exists", and `x ≠ 0` says that \(x\) is not the zero vector.

Let \(b^2=ac\). If \(c=0\), the combination \((0,1)\) has self-repulsion \(c=0\). If \(c\ne0\), the combination \((c,-b)\) is not zero, and its self-repulsion is \(c(ac-b^2)=0\).

Conversely, let \(Q(x_0,x_1)=0\) and suppose \(b^2\ne ac\). Positivity then gives \(D=ac-b^2>0\). Multiplying \(Q=0\) by \(a\) and by \(c\) yields

\[
Dx_1^2=-(ax_0+bx_1)^2,\qquad Dx_0^2=-(bx_0+cx_1)^2 .
\]

The left sides are nonnegative and the right sides are not positive, so \(x_1=x_0=0\), and the combination was zero after all. The code names the two identities `h1` and `h2`; `linear_combination` checks each as a multiple of \(Q=0\), and `by_contra` starts an argument by contradiction.

The simplest example is the same distribution listed twice. Then \(a=b=c\), the difference \((1,-1)\) is no charge at all, and the bound is exact.

## An indefinite pair with positive diagonal

```lean
/-- The kernel with `a = c = 1` and `b = 2` has positive diagonal but violates the Schwarz
estimate, and the difference of its two distributions has self-repulsion `-2`. -/
theorem indefinite_violates_schwarz :
    (∀ p, 0 < pairKernel 1 2 1 p p) ∧ ¬ SchwarzEstimate (pairKernel 1 2 1) ∧
      selfRepulsion (pairKernel 1 2 1) ![1, -1] = -2 := by
  refine ⟨fun p => by fin_cases p <;> simp [pairKernel], fun h => ?_, ?_⟩
  · have h01 := h 0 1
    norm_num [pairKernel] at h01
  · rw [selfRepulsion_pair]
    norm_num
```

The symbols `∧` and `¬` mean "and" and "not", so three claims are made about

\[
\begin{pmatrix}1&2\\2&1\end{pmatrix}.
\]

Both diagonal entries are positive. The estimate fails, since it would require \(|2|\le\sqrt1\,\sqrt1=1\). The difference of the two distributions has self-repulsion \(1-4+1=-2\). With normalised coefficients \((1,-1)/\sqrt2\) the value is \(-1\), the lower eigenvalue of the matrix.

Positive diagonal integrals therefore do not justify screening. A program that used the product of roots here would take 1 as an upper bound for an entry of size 2.

## Three distributions that pass every pair comparison

```lean
/-- For three distributions the Schwarz estimate does not imply positive semidefiniteness:
the kernel with diagonal `1` and all other entries `-1` obeys it and is not positive
semidefinite. -/
theorem schwarz_not_sufficient :
    SchwarzEstimate !![1, -1, -1; -1, 1, -1; -1, -1, 1] ∧
      ¬ (!![1, -1, -1; -1, 1, -1; -1, -1, 1] : Matrix (Fin 3) (Fin 3) ℝ).PosSemidef := by
  constructor
  · intro p q
    fin_cases p <;> fin_cases q <;> simp
  · intro h
    -- the sum of the three distributions has self-repulsion -3
    have h1 := selfRepulsion_nonneg h ![1, 1, 1]
    norm_num [selfRepulsion, Matrix.mulVec, dotProduct, Fin.sum_univ_succ] at h1

end

end SchwarzScreening
```

The matrix is

\[
\begin{pmatrix}1&-1&-1\\-1&1&-1\\-1&-1&1\end{pmatrix}.
\]

Every entry has absolute value 1 and every product of diagonal roots is 1, so the estimate holds, with equality everywhere. In the proof `fin_cases` runs through the nine index pairs. Yet the sum of the three distributions has self-repulsion \(3-6=-3\), or \(-1\) with the normalised coefficients \((1,1,1)/\sqrt3\), which contradicts positive semidefiniteness.

The estimate compares two distributions at a time, and here each pair by itself is positive semidefinite; the negative value appears only when all three are combined. An approximate integral matrix can thus satisfy every Schwarz estimate and still assign a negative self-repulsion to some charge density.

```lean
#print axioms SchwarzScreening.schwarzEstimate_of_posSemidef
-- 'SchwarzScreening.schwarzEstimate_of_posSemidef' depends on axioms: [propext, Classical.choice, Quot.sound]
#print axioms SchwarzScreening.schwarz_equality_iff
-- 'SchwarzScreening.schwarz_equality_iff' depends on axioms: [propext, Classical.choice, Quot.sound]
#print axioms SchwarzScreening.indefinite_violates_schwarz
-- 'SchwarzScreening.indefinite_violates_schwarz' depends on axioms: [propext, Classical.choice, Quot.sound]
#print axioms SchwarzScreening.schwarz_not_sufficient
-- 'SchwarzScreening.schwarz_not_sufficient' depends on axioms: [propext, Classical.choice, Quot.sound]
```
